# Rescaling a Rys rule that is exact to degree L gives an erf-attenuated rule exact to degree L

Take a single quadrature point with weight $1$ and node $1/3$. It integrates $1$ and $s^2$ exactly over $0\le s\le 1$. Now let $\rho,\omega>0$ and look at

$$\int_0^\omega \Big(\frac{\rho}{\rho+u^2}\Big)^{3/2}\frac{u^2}{\rho+u^2}\,du .$$

With $t=u/\sqrt{\rho+u^2}$ this becomes $\sqrt\rho\int_0^\tau t^2\,dt=\sqrt\rho\,\tau^3/3$, where $\tau=\omega/\sqrt{\rho+\omega^2}$. The same number comes from one point with weight $\tau\cdot 1$ and node $\tau^2\cdot\tfrac13$, times $\sqrt\rho$. So the old rule still works after a rescaling.

I believe that this holds in general. If I have Rys weights $w_i$ and nodes $y_i$ for the ordinary Coulomb interaction, then $\tau w_i$ and $\tau^2y_i$ should serve for the attenuated interaction $\operatorname{erf}(\omega r)/r$, provided that I take the original rule at the reduced argument $x\tau^2$. Here $x\ge 0$ is the usual argument of the Gaussian integral. I would like to see this stated precisely, with the polynomial degree under control, and checked by a proof assistant.

## One substitution carries the rule over

It does hold, and the converse holds too: the rescaled rule is exact to degree $L$ for the attenuated integral only if the original one was exact to degree $L$ at $x\tau^2$.

The integral comes from writing

$$\frac{\operatorname{erf}(\omega r)}{r}=\frac{2}{\sqrt\pi}\int_0^\omega e^{-u^2r^2}\,du .$$

For two Gaussian charge distributions with exponents $p$ and $q$, let $\rho=pq/(p+q)$ be the reduced exponent and $R$ the distance between the centres. Integrating over both electrons leaves, up to constant factors, the weight $(\rho/(\rho+u^2))^{3/2}$ times $e^{-xT(u)}$, with $x=\rho R^2$ and

$$T(u)=\frac{u^2}{\rho+u^2}.$$

Higher angular momentum multiplies this by a polynomial $f(T)$. The parameter $\omega$ sets the range separation: a larger $\omega$ keeps more of the Coulomb interaction.

Define the Rys variable $t(u)=u/\sqrt{\rho+u^2}$. Then $t(u)^2=T(u)$, $t(0)=0$ and $t(\omega)=\tau$. The quotient rule gives

$$\frac{dt}{du}=\frac{\sqrt{\rho+u^2}-u^2/\sqrt{\rho+u^2}}{\rho+u^2}=\frac{\rho}{(\rho+u^2)^{3/2}} .$$

Since $\rho^{3/2}=\sqrt\rho\,\rho$, the attenuation weight is $\sqrt\rho\,dt/du$. For any continuous function $\Phi$, substituting $t$ for $u$ and then setting $t=\tau s$ gives

$$\int_0^\omega\Big(\frac{\rho}{\rho+u^2}\Big)^{3/2}\Phi(T(u))\,du=\sqrt\rho\int_0^\tau\Phi(t^2)\,dt=\sqrt\rho\,\tau\int_0^1\Phi(\tau^2s^2)\,ds .$$

Now choose $\Phi(v)=f(v)e^{-xv}$ with $\deg f\le L$. The last integral is

$$\int_0^1 f(\tau^2s^2)\,e^{-x\tau^2s^2}\,ds .$$

Put $g(y)=f(\tau^2y)$, which is again a polynomial of degree at most $L$. If the original rule is exact at argument $x\tau^2$, this integral equals $\sum_i w_i\,g(y_i)=\sum_i w_i f(\tau^2y_i)$. Therefore

$$\int_0^\omega\Big(\frac{\rho}{\rho+u^2}\Big)^{3/2}f(T)\,e^{-xT}\,du=\sqrt\rho\sum_i\tau w_i\,f(\tau^2y_i).$$

For the converse, start from any $g$ with $\deg g\le L$ and apply the attenuated rule to $f(v)=g(v/\tau^2)$. Both sides then carry the factor $\sqrt\rho\,\tau>0$. Cancelling it leaves exactness of the original rule on $g$.

Two further facts use the Boys functions $F_m(z)=\int_0^1s^{2m}e^{-zs^2}\,ds$. Choosing $f(v)=v^m$ shows that the attenuated moment is $\sqrt\rho\,\tau^{2m+1}F_m(x\tau^2)$. And a one-point rule exact to degree one exists for every real $z$: take weight $F_0(z)$ and node $F_1(z)/F_0(z)$. The weight is positive because its integrand is, and for $g(y)=ay+b$ the rule gives

$$F_0(z)\Big(a\,\frac{F_1(z)}{F_0(z)}+b\Big)=aF_1(z)+bF_0(z),$$

which is the required integral. At $z=0$ this is the point with weight $1$ and node $1/3$ from your example.

Here is the complete Lean file.

```lean
import Mathlib

open Polynomial

namespace AttenuatedRysQuadrature

noncomputable section

/-- The Rys variable `u / √(ρ + u²)`, for `ρ > 0`; its value at `u = ω` is the scale `τ`. -/
def rysVariable (ρ u : ℝ) : ℝ := u / √(ρ + u ^ 2)

/-- The function `T(u) = u² / (ρ + u²)` in the Gaussian exponent, for `ρ > 0`. -/
def rysT (ρ u : ℝ) : ℝ := u ^ 2 / (ρ + u ^ 2)

/-- The Boys function `F_m(z)`, the integral of `s^(2m) exp(-z s²)` over `[0, 1]`. -/
def boys (m : ℕ) (z : ℝ) : ℝ := ∫ s in (0 : ℝ)..1, s ^ (2 * m) * Real.exp (-z * s ^ 2)

/-- Weights `w` and nodes `y` integrate every polynomial in `s²` of degree at most `L`
exactly against `exp(-z s²)` on `[0, 1]`. -/
def IsRysRule {ι : Type*} [Fintype ι] (L : ℕ) (z : ℝ) (w y : ι → ℝ) : Prop :=
  ∀ g : ℝ[X], g.natDegree ≤ L →
    ∑ i, w i * g.eval (y i) = ∫ s in (0 : ℝ)..1, g.eval (s ^ 2) * Real.exp (-z * s ^ 2)

/-- `T(u)` is the square of the Rys variable. -/
theorem rysT_eq_sq {ρ : ℝ} (hρ : 0 < ρ) (u : ℝ) : rysT ρ u = rysVariable ρ u ^ 2 := by
  have h : 0 ≤ ρ + u ^ 2 := by positivity
  rw [rysT, rysVariable, div_pow, Real.sq_sqrt h]

/-- The derivative of the Rys variable with respect to `u` is `ρ / (ρ + u²)^(3/2)`. -/
theorem hasDerivAt_rysVariable {ρ : ℝ} (hρ : 0 < ρ) (u : ℝ) :
    HasDerivAt (rysVariable ρ) (ρ / √(ρ + u ^ 2) ^ 3) u := by
  have hpos : 0 < ρ + u ^ 2 := by positivity
  have h0 : 0 < √(ρ + u ^ 2) := Real.sqrt_pos.2 hpos
  have hsq : √(ρ + u ^ 2) ^ 2 = ρ + u ^ 2 := Real.sq_sqrt hpos.le
  have h1 : HasDerivAt (fun v : ℝ => ρ + v ^ 2) (2 * u) u := by
    simpa using (hasDerivAt_pow 2 u).const_add ρ
  have hs : HasDerivAt (fun v : ℝ => √(ρ + v ^ 2)) (u / √(ρ + u ^ 2)) u :=
    (h1.sqrt hpos.ne').congr_deriv (mul_div_mul_left _ _ two_ne_zero)
  have h := (hasDerivAt_id' u).fun_div hs h0.ne'
  have h' : HasDerivAt (rysVariable ρ) _ u := h
  refine h'.congr_deriv ?_
  show (1 * √(ρ + u ^ 2) - u * (u / √(ρ + u ^ 2))) / √(ρ + u ^ 2) ^ 2 = _
  generalize √(ρ + u ^ 2) = s at hsq h0 ⊢
  field_simp
  linear_combination hsq

/-- The attenuation weight `(ρ/(ρ+u²))^(3/2)` is `√ρ` times `ρ / (ρ + u²)^(3/2)`. -/
theorem weight_eq {ρ : ℝ} (hρ : 0 < ρ) (u : ℝ) :
    (ρ / (ρ + u ^ 2)) ^ (3 / 2 : ℝ) = √ρ * (ρ / √(ρ + u ^ 2) ^ 3) := by
  have h : ∀ a : ℝ, 0 ≤ a → a ^ (3 / 2 : ℝ) = √a ^ 3 := by
    intro a ha
    rw [Real.sqrt_eq_rpow, ← Real.rpow_natCast, ← Real.rpow_mul ha]
    norm_num
  have h3 : √ρ ^ 3 = √ρ * ρ := by linear_combination √ρ * Real.sq_sqrt hρ.le
  rw [h (ρ / (ρ + u ^ 2)) (by positivity), Real.sqrt_div hρ.le, div_pow, h3, mul_div_assoc]

/-- The attenuated integral over `0 ≤ u ≤ ω` of a continuous function of `T(u)` becomes an integral
over the unit interval with argument `τ² s²`, multiplied by `√ρ τ`. -/
theorem attenuated_substitution {ρ : ℝ} (hρ : 0 < ρ) (ω : ℝ) {F : ℝ → ℝ}
    (hF : Continuous F) :
    ∫ u in (0 : ℝ)..ω, (ρ / (ρ + u ^ 2)) ^ (3 / 2 : ℝ) * F (rysT ρ u) =
      √ρ * (rysVariable ρ ω * ∫ s in (0 : ℝ)..1, F (rysVariable ρ ω ^ 2 * s ^ 2)) := by
  have hc : Continuous fun u : ℝ => ρ / √(ρ + u ^ 2) ^ 3 :=
    Continuous.div continuous_const (by fun_prop) (fun u => by positivity)
  have hg : Continuous fun t : ℝ => F (t ^ 2) := by fun_prop
  -- change of variables from u to the Rys variable
  have hsub := intervalIntegral.integral_comp_mul_deriv (a := 0) (b := ω)
    (fun u _ => hasDerivAt_rysVariable hρ u) hc.continuousOn hg
  -- scaling of [0, τ] to [0, 1]
  have hscale := intervalIntegral.smul_integral_comp_mul_left (a := 0) (b := 1)
    (f := fun t : ℝ => F (t ^ 2)) (c := rysVariable ρ ω)
  simp only [smul_eq_mul, mul_zero, mul_one, mul_pow] at hscale
  have h0 : rysVariable ρ 0 = 0 := by simp [rysVariable]
  calc
    _ = ∫ u in (0 : ℝ)..ω,
        √ρ * (((fun t : ℝ => F (t ^ 2)) ∘ rysVariable ρ) u * (ρ / √(ρ + u ^ 2) ^ 3)) := by
      refine intervalIntegral.integral_congr fun u _ => ?_
      simp only [Function.comp_apply, rysT_eq_sq hρ, weight_eq hρ]
      ring
    _ = √ρ * ∫ t in rysVariable ρ 0..rysVariable ρ ω, F (t ^ 2) := by
      rw [intervalIntegral.integral_const_mul, hsub]
    _ = _ := by rw [h0, ← hscale]

/-- Rescaling the argument of a polynomial does not raise its degree. -/
theorem natDegree_rescale_le {L : ℕ} {f : ℝ[X]} (hf : f.natDegree ≤ L) (c : ℝ) :
    (f.comp (C c * X)).natDegree ≤ L :=
  calc (f.comp (C c * X)).natDegree ≤ f.natDegree * (C c * X : ℝ[X]).natDegree :=
        natDegree_comp_le
    _ ≤ f.natDegree * 1 :=
        Nat.mul_le_mul_left _ ((natDegree_C_mul_le c X).trans natDegree_X_le)
    _ ≤ L := by omega

/-- The erf-attenuated Rys rule: `w, y` is exact to degree `L` at parameter `x τ²` if and only
if weights `τ wᵢ` and nodes `τ² yᵢ`, with prefactor `√ρ`, give the attenuated integral
for all polynomials of degree at most `L`. -/
theorem attenuated_rule_iff {ι : Type*} [Fintype ι] {ρ ω : ℝ} (hρ : 0 < ρ) (hω : 0 < ω)
    (x : ℝ) (L : ℕ) (w y : ι → ℝ) :
    IsRysRule L (x * rysVariable ρ ω ^ 2) w y ↔
      ∀ f : ℝ[X], f.natDegree ≤ L →
        ∫ u in (0 : ℝ)..ω, (ρ / (ρ + u ^ 2)) ^ (3 / 2 : ℝ) *
            (f.eval (rysT ρ u) * Real.exp (-x * rysT ρ u)) =
          √ρ * ∑ i, rysVariable ρ ω * w i * f.eval (rysVariable ρ ω ^ 2 * y i) := by
  have hτ : 0 < rysVariable ρ ω := by unfold rysVariable; positivity
  have hr : 0 < √ρ := Real.sqrt_pos.2 hρ
  have key := fun f : ℝ[X] => attenuated_substitution hρ ω
    (F := fun t => f.eval t * Real.exp (-x * t)) (f.continuous.mul (by fun_prop))
  generalize rysVariable ρ ω = τ at hτ key ⊢
  have assoc : ∀ s : ℝ, -x * (τ ^ 2 * s ^ 2) = -(x * τ ^ 2) * s ^ 2 := fun s => by ring
  simp only [assoc] at key
  have hsum : ∀ f : ℝ[X], ∑ i, τ * w i * f.eval (τ ^ 2 * y i) =
      τ * ∑ i, w i * f.eval (τ ^ 2 * y i) := by
    intro f
    rw [Finset.mul_sum]
    exact Finset.sum_congr rfl fun i _ => by ring
  constructor
  · intro h f hf
    have hq := h (f.comp (C (τ ^ 2) * X)) (natDegree_rescale_le hf _)
    simp only [eval_comp, eval_mul, eval_C, eval_X] at hq
    rw [key, hsum, hq]
  · -- conversely, test the attenuated rule on g(T / τ²)
    intro h g hg
    have hne : τ ^ 2 ≠ 0 := by positivity
    have hq := h (g.comp (C (τ ^ 2)⁻¹ * X)) (natDegree_rescale_le hg _)
    rw [key, hsum] at hq
    simp only [eval_comp, eval_mul, eval_C, eval_X, inv_mul_cancel_left₀ hne] at hq
    exact (mul_left_cancel₀ hτ.ne' (mul_left_cancel₀ hr.ne' hq)).symm

/-- The attenuated integral of `T^m exp(-x T)` is `√ρ τ^(2m+1) F_m(x τ²)`. -/
theorem attenuated_moment {ρ : ℝ} (hρ : 0 < ρ) (ω x : ℝ) (m : ℕ) :
    ∫ u in (0 : ℝ)..ω, (ρ / (ρ + u ^ 2)) ^ (3 / 2 : ℝ) *
        (rysT ρ u ^ m * Real.exp (-x * rysT ρ u)) =
      √ρ * (rysVariable ρ ω ^ (2 * m + 1) * boys m (x * rysVariable ρ ω ^ 2)) := by
  have key := attenuated_substitution hρ ω
    (F := fun t => t ^ m * Real.exp (-x * t)) (by fun_prop)
  generalize rysVariable ρ ω = τ at key ⊢
  have hb : ∫ s in (0 : ℝ)..1, (τ ^ 2 * s ^ 2) ^ m * Real.exp (-x * (τ ^ 2 * s ^ 2)) =
      τ ^ (2 * m) * boys m (x * τ ^ 2) := by
    rw [boys, ← intervalIntegral.integral_const_mul]
    refine intervalIntegral.integral_congr fun s _ => ?_
    have e : -x * (τ ^ 2 * s ^ 2) = -(x * τ ^ 2) * s ^ 2 := by ring
    rw [e, mul_pow, ← pow_mul, ← pow_mul, mul_assoc]
  refine key.trans ?_
  rw [hb]
  ring

/-- The one-point rule with weight `F₀(z)` and node `F₁(z)/F₀(z)` is exact to degree one. -/
theorem isRysRule_witness (z : ℝ) :
    IsRysRule 1 z (fun _ : Fin 1 => boys 0 z) (fun _ => boys 1 z / boys 0 z) := by
  intro g hg
  obtain ⟨a, b, rfl⟩ := exists_eq_X_add_C_of_natDegree_le_one hg
  have h0 : 0 < boys 0 z := by
    refine intervalIntegral.intervalIntegral_pos_of_pos
      (Continuous.intervalIntegrable (by fun_prop) _ _) (fun s => ?_) one_pos
    simp [Real.exp_pos]
  have hI : ∫ s in (0 : ℝ)..1, (a * s ^ 2 + b) * Real.exp (-z * s ^ 2) =
      a * boys 1 z + b * boys 0 z := by
    unfold boys
    rw [← intervalIntegral.integral_const_mul, ← intervalIntegral.integral_const_mul,
      ← intervalIntegral.integral_add]
    · refine intervalIntegral.integral_congr fun s _ => ?_
      ring
    · exact Continuous.intervalIntegrable (by fun_prop) _ _
    · exact Continuous.intervalIntegrable (by fun_prop) _ _
  have hn : boys 0 z * (boys 1 z / boys 0 z) = boys 1 z := by field_simp
  simp only [eval_add, eval_mul, eval_C, eval_X, Fin.sum_univ_one]
  rw [hI]
  linear_combination a * hn

end

end AttenuatedRysQuadrature
```

```lean
#print axioms AttenuatedRysQuadrature.attenuated_rule_iff
-- 'AttenuatedRysQuadrature.attenuated_rule_iff' depends on axioms: [propext, Classical.choice, Quot.sound]
#print axioms AttenuatedRysQuadrature.attenuated_moment
-- 'AttenuatedRysQuadrature.attenuated_moment' depends on axioms: [propext, Classical.choice, Quot.sound]
```

## What the equivalence says about weights, nodes and degree

The main theorem is `attenuated_rule_iff`. Its objects correspond to the physics as follows.

- `rysVariable ρ u` is $t(u)$, and `rysVariable ρ ω` is $\tau$. There is no separate definition of $\tau$.
- `rysT ρ u` is $T(u)$.
- `ι` is a finite index type that labels the quadrature points, and `w` and `y` are real functions on it.
- `IsRysRule L z w y` says that the rule reproduces $\int_0^1g(s^2)e^{-zs^2}\,ds$ for every real polynomial $g$ with `g.natDegree ≤ L`. The nodes are values of $s^2$, not of $s$.

The theorem assumes $\rho>0$ and $\omega>0$. The argument $x$ may be any real number, although physically $x\ge0$. On the left of the equivalence stands exactness at `x * rysVariable ρ ω ^ 2`, which is $x\tau^2$. On the right stands the attenuated formula for all $f$ of degree at most $L$. The exponent `(3 / 2 : ℝ)` is a real power, as in the physical formula.

Nothing requires the weights to be positive or the nodes to lie in $[0,1]$, and $L$ isn't tied to the number of points. A Gauss rule with $n\ge1$ points corresponds to $L=2n-1$; the file constructs such a rule only for $n=1$, in `isRysRule_witness`. The statement also begins at the $u$-integral. The reduction from the two-electron integral, sketched above, is background, and so are the factor $2/\sqrt\pi$ and the Gaussian prefactors.

For range-separated electronic-structure methods, this means that a routine for ordinary Rys roots and weights can also supply the long-range integrals over Gaussians, as far as exact real arithmetic and polynomial integrands within the degree bound are concerned.

## Roots at $x\tau^2$, not at $x$

The factor $\tau^2$ enters twice, and it is easily forgotten the first time. Suppose that you compute the original rule at $x$ and then rescale its weights and nodes correctly. For $f=1$ you get $\sqrt\rho\,\tau F_0(x)$, while the integral is $\sqrt\rho\,\tau F_0(x\tau^2)$. Since $0<\tau<1$ and $F_0$ is strictly decreasing, these differ for every $x\neq0$. A test at $x=0$, where the two centres coincide, would not reveal the error.

## From the derivative to the quadrature rule in Lean

`rysT_eq_sq` proves $T=t^2$. `hasDerivAt_rysVariable` follows the quotient rule: it differentiates the square root by the chain rule and combines the two derivatives with `fun_div`. It then calls the root $s$ and keeps only $s>0$ and $s^2=\rho+u^2$. After `field_simp` has cleared the denominators, `linear_combination hsq` supplies the cancellation $\rho+u^2-u^2=\rho$. `weight_eq` rewrites the power $3/2$ as the cube of a square root and splits off $\sqrt\rho$.

`attenuated_substitution` is the central identity, for an arbitrary continuous function, called `F` there and $\Phi$ above. Mathlib's `integral_comp_mul_deriv` performs the change from $u$ to $t$, and `smul_integral_comp_mul_left` maps $[0,\tau]$ to $[0,1]$. The `calc` block joins them in the same order as the derivation by hand. This lemma needs only $\rho>0$, so it holds for every real $\omega$.

`natDegree_rescale_le` does the degree bookkeeping. The polynomial $f(cX)$ is `f.comp (C c * X)`, and its degree is at most that of $f$ times one.

In `attenuated_rule_iff`, `key` is the central identity for $\Phi(v)=f(v)e^{-xv}$. The rewriting by `assoc` regroups the exponent so that $x\tau^2$ appears as the Rys argument, and `hsum` takes $\tau$ out of the sum. The forward direction applies the hypothesis to `f.comp (C (τ ^ 2) * X)`, which is $f(\tau^2y)$. The reverse direction applies it to `g.comp (C (τ ^ 2)⁻¹ * X)`, which is $g(v/\tau^2)$. There $\tau\neq0$ is needed to simplify $\tau^2y/\tau^2$ to $y$. The two uses of `mul_left_cancel₀` then remove $\sqrt\rho$ and $\tau$, which is allowed because both are nonzero.

`attenuated_moment` uses the central identity with $\Phi(v)=v^me^{-xv}$ and collects the powers of $\tau$. `isRysRule_witness` writes a polynomial of degree at most one as $aX+b$, proves $F_0(z)>0$, and compares the two sides.

## Exactness through moments

`IsRysRule` quantifies over polynomials. A definition by moments would ask for $\sum_iw_iy_i^m=F_m(z)$ for $m=0,\dots,L$. By linearity it describes the same rules, but it replaces a condition on all polynomials by $L+1$ equations, which are easier to test numerically. The proof would change as well: `attenuated_moment` would carry most of it, since each side of the $m$-th equation acquires the same factor $\sqrt\rho\,\tau^{2m+1}$. To recover the formula for a general $f$, one would then expand $f$ in powers. The polynomial version gives that formula directly.
